# Even operators of two anticommuting fragments commute with each other

Take two molecules so far apart that they no longer interact, with Hamiltonians $H$ and $K$ and coupled cluster operators $S$ and $T$ (textbooks often write $T_A$ and $T_B$). The transformed Hamiltonian of the pair is $e^{-(S+T)}(H+K)e^{S+T}$. If $T$ failed to commute with $H$, terms such as $[H,T]$ would survive, and the energy of one molecule could depend on the amplitudes of the other. Distance alone does not remove them: fermionic ladder operators of different molecules anticommute at any separation. The commutation comes from the even number of ladder operators in each term; evenness of one of the two operators is already enough.

## Ladder operators of different fragments anticommute

Let $A$ and $B$ be the sets of ladder operators of the two fragments, inside a ring $R$ of operators on the whole system. The hypothesis is $ab=-ba$ for all $a\in A$, $b\in B$. Physically, the two sets of orbitals are mutually orthogonal, so that $\{a_p,a_q^\dagger\}=0$ for $p$ in one fragment and $q$ in the other. `Anticommuting` states only these cross relations, and $R$ may be infinite-dimensional.

```lean
import Mathlib

open Matrix

namespace FermionicFragments

noncomputable section

variable {R : Type*} [Ring R]

/-- Two fragments anticommute when every operator of the set `A` anticommutes with every
operator of the set `B`. -/
def Anticommuting (A B : Set R) : Prop :=
  ∀ a ∈ A, ∀ b ∈ B, a * b = -(b * a)
```

A word of length $n$ is a product of $n$ operators from one set; the empty word is $1$.

```lean
/-- `x` is a word of length `n` in `A`: a product of `n` operators taken from `A`. -/
def IsWord (A : Set R) (n : ℕ) (x : R) : Prop :=
  ∃ l : List R, (∀ a ∈ l, a ∈ A) ∧ l.length = n ∧ l.prod = x
```

The even subring consists of sums, differences and products of even words. A subring supplies only integer coefficients. To include a Hamiltonian with complex integrals, let $A$ contain all complex multiples of its ladder operators, which leaves the anticommutation intact.

```lean
/-- The even subring of a fragment, generated by its words of even length. -/
def evenSubring (A : Set R) : Subring R :=
  Subring.closure {x | ∃ n, Even n ∧ IsWord A n x}
```

By hand, first move one letter $a$ through a word $y$ of length $n$ in $B$. For $n=0$ there is nothing to do. If $ay=(-1)^n ya$ holds for length $n$, then for one more letter $b$
$$a(by)=-b(ay)=-(-1)^n\,b\,y\,a=(-1)^{n+1}(by)a .$$
The proof below is this induction on the list of letters. The hypothesis enters as `hb`, and the sign, an element of $R$, is treated as either $1$ or $-1$.

```lean
/-- An operator of `A` moved through a word of length `n` in `B` picks up the sign `(-1)^n`,
if the two fragments anticommute. -/
theorem letter_mul_word {A B : Set R} (h : Anticommuting A B) {a y : R} {n : ℕ}
    (ha : a ∈ A) (hy : IsWord B n y) : a * y = (-1) ^ n * (y * a) := by
  obtain ⟨l, hl, rfl, rfl⟩ := hy
  induction l with
  | nil => simp
  | cons b l ih =>
    have hb : a * b = -(b * a) := h a ha b (hl b (by simp))
    have ih' := ih (fun c hc => hl c (by simp [hc]))
    rw [List.prod_cons, List.length_cons, pow_succ]
    -- pass the first letter, then the rest of the word
    calc a * (b * l.prod) = -(b * (a * l.prod)) := by
          rw [← mul_assoc, hb, neg_mul, mul_assoc]
      _ = (-1) ^ l.length * -1 * (b * l.prod * a) := by
          rw [ih']
          rcases neg_one_pow_eq_or R l.length with hs | hs <;> rw [hs] <;> simp [mul_assoc]
```

Next move a word $x$ of length $m$ in $A$ through $y$. If $xy=(-1)^{mn}yx$, then for one more letter $a$ on the left
$$(ax)y=(-1)^{mn}(ay)x=(-1)^{mn}(-1)^n\,y(ax)=(-1)^{(m+1)n}\,y(ax).$$
The three steps of the `calc` block that follow regroup the product, apply the induction hypothesis and apply the previous theorem. For $m=n=1$ the result is the original anticommutation; if either word is empty, the sign is $1$.

```lean
/-- Words of lengths `m` and `n` in two anticommuting fragments can be exchanged at the cost
of the sign `(-1)^(m n)`. -/
theorem word_mul_word {A B : Set R} (h : Anticommuting A B) {x y : R} {m n : ℕ}
    (hx : IsWord A m x) (hy : IsWord B n y) : x * y = (-1) ^ (m * n) * (y * x) := by
  obtain ⟨l, hl, rfl, rfl⟩ := hx
  induction l with
  | nil => simp
  | cons a l ih =>
    have hay := letter_mul_word h (hl a (by simp)) hy
    have ih' := ih (fun c hc => hl c (by simp [hc]))
    rw [List.prod_cons, List.length_cons]
    calc a * l.prod * y = a * (l.prod * y) := mul_assoc _ _ _
      _ = (-1) ^ (l.length * n) * (a * y * l.prod) := by
          rw [ih']
          rcases neg_one_pow_eq_or R (l.length * n) with hs | hs <;> rw [hs] <;>
            simp [mul_assoc]
      _ = (-1) ^ ((l.length + 1) * n) * (y * (a * l.prod)) := by
          rw [hay, add_mul, one_mul, pow_add]
          simp only [mul_assoc]
```

With overlapping orbitals the rule fails. If $\{a,b^\dagger\}=\sigma\neq0$ while $\{a^\dagger,b^\dagger\}=0$, then $[a^\dagger a,b^\dagger]=\sigma a^\dagger$, so even an even word no longer passes through a letter of the other fragment.

## Each term has an even number of ladder operators

Electronic Hamiltonians contain terms $a_p^\dagger a_q$ and $a_p^\dagger a_q^\dagger a_s a_r$, and excitation operators pair each creation with an annihilation. All are even words. If $m$ is even, then $(-1)^{mn}=1$ and $xy=yx$ for every $n$.

To pass from words to whole operators, fix $z$ and suppose that $u$ and $v$ commute with it. Then so do $u+v$ and $-u$, and also $uv$, because $[uv,z]=u[v,z]+[u,z]v$. Commutation of generators therefore extends to everything they generate. In the next theorem, where `S` and `T` are sets of generators and not cluster operators, `step` is this argument; it is applied once for each factor.

```lean
/-- If every generator in `S` commutes with every generator in `T`, the subrings generated by
`S` and `T` commute elementwise. -/
theorem commute_of_generators {S T : Set R} (h : ∀ x ∈ S, ∀ y ∈ T, Commute x y) {x y : R}
    (hx : x ∈ Subring.closure S) (hy : y ∈ Subring.closure T) : Commute x y := by
  have step : ∀ (U : Set R) (z : R), (∀ u ∈ U, Commute u z) →
      ∀ u ∈ Subring.closure U, Commute u z := by
    intro U z hU u hu
    induction hu using Subring.closure_induction with
    | mem u hu => exact hU u hu
    | zero => exact Commute.zero_left z
    | one => exact Commute.one_left z
    | add u v _ _ hu hv => exact hu.add_left hv
    | neg u _ hu => exact hu.neg_left
    | mul u v _ _ hu hv => exact hu.mul_left hv
  -- extend first in one factor, then in the other
  exact step S y (fun s hs => (step T s (fun t ht => (h s hs t ht).symm) y hy).symm) x hx
```

Evenness is needed in only one fragment. An even operator of $A$ commutes with everything generated by $B$, including a single annihilation operator. The proof treats each generator $b$ as a word of length one, and `hn.neg_one_pow` turns the sign into $1$.

```lean
/-- For anticommuting fragments, the even subring of `A` commutes with the whole subring
generated by `B`. -/
theorem even_commute_all {A B : Set R} (h : Anticommuting A B) {x y : R}
    (hx : x ∈ evenSubring A) (hy : y ∈ Subring.closure B) : Commute x y := by
  refine commute_of_generators ?_ hx hy
  rintro w ⟨n, hn, hw⟩ b hb
  have hword : IsWord B 1 b := ⟨[b], by simpa using hb, rfl, by simp⟩
  have hswap := word_mul_word h hw hword
  rw [mul_one, hn.neg_one_pow, one_mul] at hswap
  exact hswap
```

Since even words of $B$ lie in the subring generated by $B$, the symmetric statement follows.

```lean
/-- The even subrings of two anticommuting fragments commute with each other. -/
theorem even_commute_even {A B : Set R} (h : Anticommuting A B) {x y : R}
    (hx : x ∈ evenSubring A) (hy : y ∈ evenSubring B) : Commute x y := by
  have hle : evenSubring B ≤ Subring.closure B := by
    refine Subring.closure_le.mpr ?_
    rintro w ⟨n, _, l, hl, _, rfl⟩
    exact list_prod_mem (fun b hb => Subring.subset_closure (hl b hb))
  exact even_commute_all h hx (hle hy)
```

If both words are odd, the sign is $-1$, and commutation can fail. The two modes at the end show this.

## Cluster operators are nilpotent, and each belongs to one fragment

Nilpotent means that some power of the operator vanishes. A cluster operator moves electrons from occupied to virtual orbitals, so with $N$ occupied spin orbitals its power $N+1$ is zero. Its exponential is then a finite sum, which is what `IsNilpotent.exp` denotes; `Algebra ℚ R` supplies the factors $1/k!$.

An operator commuting with $T$ commutes with each power of $T$, and so with the sum.

```lean
/-- An operator that commutes with `T` commutes with the exponential of `T`, taken as the
finite series for nilpotent operators. -/
theorem commute_exp [Algebra ℚ R] {X T : R} (h : Commute X T) :
    Commute X (IsNilpotent.exp T) := by
  unfold IsNilpotent.exp
  exact Commute.sum_right _ _ _ (fun i _ => (h.pow_right i).smul_right _)
```

The other assumption is locality: $H$ and $S$ lie in the even subring of $A$, $K$ and $T$ in that of $B$. By the preceding section $S$ commutes with $T$ and $K$, and $H$ commutes with $T$. Hence $e^{S+T}=e^Se^T$ and $e^{-(S+T)}=e^{-S}e^{-T}$, and
$$e^{-S}e^{-T}He^{S}e^{T}=e^{-S}He^{S}\,e^{-T}e^{T}=e^{-S}He^{S},$$
$$e^{-S}e^{-T}Ke^{S}e^{T}=e^{-S}e^{S}\,e^{-T}Ke^{T}=e^{-T}Ke^{T}.$$
Their sum is the transformed Hamiltonian of the pair.

In the proof, `hST`, `hHT` and `hSK` are the three commutations. Nilpotency is used to factorise the exponentials and to cancel them through `iS` and `iT`. The facts `c1` and `c2` move $e^{-T}$ past $He^S$ and $e^{-T}K$ past $e^S$; the final `calc` writes `s'`, `t'`, `s`, `t` for the four exponentials.

```lean
/-- Additive separability in coupled cluster theory: for anticommuting fragments with even
Hamiltonians `H`, `K` and even nilpotent cluster operators `S`, `T`, the similarity-transformed
Hamiltonian of the pair is the sum of those of the fragments. -/
theorem coupledCluster_separable [Algebra ℚ R] {A B : Set R} (h : Anticommuting A B)
    {H S K T : R} (hH : H ∈ evenSubring A) (hS : S ∈ evenSubring A)
    (hK : K ∈ evenSubring B) (hT : T ∈ evenSubring B)
    (nS : IsNilpotent S) (nT : IsNilpotent T) :
    IsNilpotent.exp (-(S + T)) * (H + K) * IsNilpotent.exp (S + T) =
      IsNilpotent.exp (-S) * H * IsNilpotent.exp S +
        IsNilpotent.exp (-T) * K * IsNilpotent.exp T := by
  have hST : Commute S T := even_commute_even h hS hT
  have hHT : Commute H T := even_commute_even h hH hT
  have hSK : Commute S K := even_commute_even h hS hK
  -- the wave operator and its inverse factorise
  rw [neg_add, IsNilpotent.exp_add_of_commute hST nS nT,
    IsNilpotent.exp_add_of_commute hST.neg_left.neg_right nS.neg nT.neg]
  have iS := IsNilpotent.exp_neg_mul_exp_self nS
  have iT := IsNilpotent.exp_neg_mul_exp_self nT
  have cE : Commute (IsNilpotent.exp (-T)) (IsNilpotent.exp S) :=
    commute_exp (commute_exp hST.neg_right).symm
  have c1 : Commute (IsNilpotent.exp (-T)) (H * IsNilpotent.exp S) :=
    (commute_exp hHT.neg_right).symm.mul_right cE
  have c2 : Commute (IsNilpotent.exp (-T) * K) (IsNilpotent.exp S) :=
    cE.mul_left (commute_exp hSK.symm)
  generalize IsNilpotent.exp (-S) = s' at *
  generalize IsNilpotent.exp (-T) = t' at *
  generalize IsNilpotent.exp S = s at *
  generalize IsNilpotent.exp T = t at *
  -- in each term the exponentials of the other fragment cancel
  calc s' * t' * (H + K) * (s * t)
      = s' * (t' * (H * s)) * t + s' * (t' * K * s) * t := by noncomm_ring
    _ = s' * (H * s * t') * t + s' * (s * (t' * K)) * t := by rw [c1.eq, c2.eq]
    _ = s' * H * s * (t' * t) + s' * s * (t' * K * t) := by noncomm_ring
    _ = s' * H * s + t' * K * t := by rw [iS, iT, mul_one, one_mul]
```

For non-interacting fragments, this operator identity underlies the size consistency of coupled cluster energies. Two steps are left to physics: at large separation the Hamiltonian of a real pair becomes $H+K$, and its cluster operator can be taken as $S+T$ when the reference state is a product of the reference states of the fragments. At finite distance, Coulomb terms and charge transfer $a^\dagger b$ link the fragments, and the splitting is lost.

Without nilpotency the formula can fail for a formal reason: Lean's finite exponential of a non-nilpotent element is $0$, so $S=0$, $T=1$ gives $0$ on the left and $H$ on the right. Unitary coupled cluster, whose nonzero anti-Hermitian exponents are never nilpotent, needs the convergent series instead.

In a calculation on two distant hydrogen molecules in a minimal basis, each cluster operator is one double excitation, for instance
$$S=\tau\,a_{u\uparrow}^\dagger a_{u\downarrow}^\dagger a_{g\downarrow}a_{g\uparrow},$$
with amplitude $\tau$ and bonding and antibonding orbitals $g$ and $u$. Here $S^2=T^2=0$, so $e^{S+T}=1+S+T+ST$. The product $ST$ excites both molecules at once, with an amplitude fixed by those of the fragments. Configuration interaction restricted to doubles leaves it out. In a normalised product reference state, the expectation value of the transformed Hamiltonian is the sum of the two fragment energies.

## One mode in each fragment

The smallest fermionic example has one mode per fragment and four states, ordered $00,01,10,11$ with the first digit for $A$. Write $a$ for `modeA` and $b$ for `modeB`.

```lean
/-- Annihilation operator of the first of two fermionic modes, in the occupation basis
`00, 01, 10, 11`. -/
def modeA : Matrix (Fin 4) (Fin 4) ℂ :=
  !![0, 0, 1, 0; 0, 0, 0, 1; 0, 0, 0, 0; 0, 0, 0, 0]
```

The operator $b$ carries a minus sign when the first mode is occupied.

```lean
/-- Annihilation operator of the second mode in the same basis, with its Jordan–Wigner sign. -/
def modeB : Matrix (Fin 4) (Fin 4) ℂ :=
  !![0, 1, 0, 0; 0, 0, 0, 0; 0, 0, 0, -1; 0, 0, 0, 0]
```

The theorem below confirms the anticommutation hypothesis for these matrices and their adjoints, so it is satisfied by genuine fermionic operators. It also shows $ab\neq ba$. The proof writes out the adjoints, checks every matrix entry for the four pairs, and then compares the amplitude from $11$ to $00$, which is $-1$ for $ab$ and $+1$ for $ba$.

```lean
/-- The annihilation and creation operators of two fermionic modes form anticommuting
fragments, and the two annihilation operators do not commute. -/
theorem anticommuting_witness :
    Anticommuting {modeA, modeAᴴ} {modeB, modeBᴴ} ∧ modeA * modeB ≠ modeB * modeA := by
  -- the creation operators, written out
  have hA : modeAᴴ = !![0, 0, 0, 0; 0, 0, 0, 0; 1, 0, 0, 0; 0, 1, 0, 0] := by
    ext i j
    fin_cases i <;> fin_cases j <;> simp [modeA, Matrix.conjTranspose_apply]
  have hB : modeBᴴ = !![0, 0, 0, 0; 1, 0, 0, 0; 0, 0, 0, 0; 0, 0, -1, 0] := by
    ext i j
    fin_cases i <;> fin_cases j <;> simp [modeB, Matrix.conjTranspose_apply]
  constructor
  · rw [hA, hB]
    rintro a (rfl | rfl) b (rfl | rfl) <;> ext i j <;> fin_cases i <;> fin_cases j <;>
      simp [modeA, modeB, Matrix.mul_apply, Fin.sum_univ_four]
  · intro h
    -- compare the amplitudes from the doubly occupied state to the vacuum
    have hAB : (modeA * modeB) 0 3 = -1 := by
      simp [modeA, modeB, Matrix.mul_apply, Fin.sum_univ_four]
    have hBA : (modeB * modeA) 0 3 = 1 := by
      simp [modeA, modeB, Matrix.mul_apply, Fin.sum_univ_four]
    rw [h, hBA] at hAB
    norm_num at hAB

end

end FermionicFragments
```

```lean
#print axioms FermionicFragments.even_commute_even
-- 'FermionicFragments.even_commute_even' depends on axioms: [propext, Classical.choice, Quot.sound]
#print axioms FermionicFragments.coupledCluster_separable
-- 'FermionicFragments.coupledCluster_separable' depends on axioms: [propext, Classical.choice, Quot.sound]
```

These matrices also show how additivity can break when both cluster operators are odd. Put $S=a$, $T=b$, $H=a^\dagger a$ and $K=0$. This is a formal test of the hypothesis: such $S$ and $T$ change the particle number and are not physical cluster operators. Since $(a+b)^2=0$, the transformed Hamiltonian of the pair is
$$(1-a-b)\,a^\dagger a\,(1+a+b)=a^\dagger a-a+ba,$$
whereas the fragments give $a^\dagger a-a$. The extra term $ba$ involves both fragments.

With even operators this system is too small for any correlation: the even subring of a single mode is diagonal in the occupation basis, its only nilpotent element is $0$, and the additivity formula reduces to $H+K=H+K$.
